# The grid norm of a one-dimensional exponential orbital is too large with its cusp on a grid point and too small with it midway

What should count as the norm of an orbital known only at grid points? Here it is the grid spacing times the sum of the squared point values, on a uniform grid that extends over the whole line. The exact norm is defined separately, as an integral, so that comparing the two is a matter for proof. "Norm" means the integrated density, without a square root.

The orbital is \(\varphi_d(x)=e^{-a|x-d|}\), with decay constant \(a\) and a cusp at \(d\), as at a nucleus. With grid spacing \(h\), the two norms are

\[
N_h(d)=h\sum_{j\in\mathbb Z}\varphi_d(jh)^2,\qquad N(d)=\int_{-\infty}^{\infty}\varphi_d(x)^2\,dx .
\]

In Lean these are `cuspOrbital a d x`, `gridNorm a h d` and `exactNorm a d`. The definitions accept any real parameters; where a theorem assumes positivity, it says so. The orbital has height 1 at the cusp and is not normalised. The model has one dimension and no box: a finite or periodic grid would have a different sum.

In a calculation with sinc functions, each of height 1 at its own grid point and zero at the others, the grid values are the expansion coefficients. These functions are orthogonal, each with norm \(h\), so \(N_h(d)\) is the norm of the sinc interpolant through the sampled values. This is background; the code uses only the sum.

```lean
import Mathlib

open MeasureTheory Set

namespace CuspGridNorm

noncomputable section

/-- The orbital `exp(-a|x-d|)` with decay constant `a` and a cusp at `d`. -/
def cuspOrbital (a d x : ℝ) : ℝ := Real.exp (-a * |x - d|)

/-- The norm on the grid: the spacing `h` times the sum of the squared orbital over all
grid points `jh`. -/
def gridNorm (a h d : ℝ) : ℝ := h * ∑' j : ℤ, cuspOrbital a d (j * h) ^ 2

/-- The norm in the continuum: the integral of the squared orbital over the line. -/
def exactNorm (a d : ℝ) : ℝ := ∫ x : ℝ, cuspOrbital a d x ^ 2
```

## (a) The density

Show that the squared orbital is a single exponential:

\[
\varphi_d(x)^2=e^{-2a|x-d|}.
\]

**Solution.** Squaring an exponential doubles its exponent, and \(2\cdot(-a|x-d|)=-2a|x-d|\).

```lean
/-- The density of the cusp orbital is `exp(-2a|x-d|)`. -/
theorem cuspOrbital_sq (a d x : ℝ) :
    cuspOrbital a d x ^ 2 = Real.exp (-(2 * a * |x - d|)) := by
  unfold cuspOrbital
  rw [← Real.exp_nat_mul]
  congr 1
  push_cast
  ring
```

`Real.exp_nat_mul`, read from right to left, turns the square into a doubled exponent, and `ring` matches the exponents. The sign of \(a\) plays no part.

## (b) The norm on the line

For \(a>0\), show that the exact norm does not depend on the cusp position:

\[
N(d)=\frac1a .
\]

**Solution.** Substitute \(u=x-d\), use the symmetry of the integrand, and rescale with \(v=2au\):

\[
\int_{-\infty}^{\infty}e^{-2a|x-d|}dx=2\int_0^\infty e^{-2au}du=\frac{2}{2a}\int_0^\infty e^{-v}dv=\frac1a .
\]

```lean
/-- For `a > 0` the exact norm of the cusp orbital is `1/a`, wherever the cusp sits. -/
theorem exactNorm_eq {a : ℝ} (ha : 0 < a) (d : ℝ) : exactNorm a d = 1 / a := by
  unfold exactNorm
  simp only [cuspOrbital_sq]
  -- move the cusp to the origin, fold the line, and rescale
  have h1 : ∫ x : ℝ, Real.exp (-(2 * a * |x - d|)) = ∫ x : ℝ, Real.exp (-(2 * a * |x|)) :=
    integral_sub_right_eq_self (fun x : ℝ => Real.exp (-(2 * a * |x|))) d
  have h2 : ∫ x : ℝ, Real.exp (-(2 * a * |x|))
      = 2 * ∫ x in Ioi (0 : ℝ), Real.exp (-(2 * a * x)) :=
    integral_comp_abs (f := fun x : ℝ => Real.exp (-(2 * a * x)))
  have h3 := integral_comp_mul_left_Ioi (fun x : ℝ => Real.exp (-x)) 0
    (show 0 < 2 * a by linarith)
  simp only [mul_zero, integral_exp_neg_Ioi_zero, smul_eq_mul, mul_one] at h3
  rw [h1, h2, h3]
  field_simp
```

The three moves are `h1` (translation), `h2` (folding the line) and `h3` (scaling). The normalised orbital is therefore \(\sqrt a\,\varphi_d\), and its grid norm is \(a\,N_h(d)\).

## (c) Two geometric series

Let \(a,h>0\) and \(0\le d\le h\). Show that the density summed over the grid points converges, with

\[
\sum_{j\in\mathbb Z}\varphi_d(jh)^2=\frac{\cosh(a(h-2d))}{\sinh(ah)} .
\]

**Solution.** Put \(q=e^{-2ah}\), so \(0<q<1\), and let \(n=0,1,2,\dots\)

- For \(j=-n\), the distance to the cusp is \(nh+d\), because \(d\ge0\). The term is \(e^{-2ad}q^n\).
- For \(j=n+1\), the distance is \((n+1)h-d\), because \(d\le h\). The term is \(e^{2ad-2ah}q^n\).

These two families contain every integer once. Summing both series and multiplying numerator and denominator by \(e^{ah}\) gives

\[
\frac{e^{-2ad}+e^{2ad-2ah}}{1-e^{-2ah}}
=\frac{e^{a(h-2d)}+e^{-a(h-2d)}}{e^{ah}-e^{-ah}}
=\frac{\cosh(a(h-2d))}{\sinh(ah)} .
\]

```lean
/-- For `a, h > 0` and a cusp in the cell `0 ≤ d ≤ h`, the sum of the density over the grid
points converges to `cosh(a(h-2d))/sinh(ah)`. -/
theorem hasSum_density {a h d : ℝ} (ha : 0 < a) (hh : 0 < h) (hd0 : 0 ≤ d) (hdh : d ≤ h) :
    HasSum (fun j : ℤ => cuspOrbital a d (j * h) ^ 2)
      (Real.cosh (a * (h - 2 * d)) / Real.sinh (a * h)) := by
  have hq : Real.exp (-(2 * a * h)) < 1 := by
    rw [Real.exp_lt_one_iff]
    have : 0 < 2 * a * h := by positivity
    linarith
  have geo := hasSum_geometric_of_lt_one (Real.exp_pos (-(2 * a * h))).le hq
  -- grid points at or to the left of the cusp
  have hleft : ∀ n : ℕ, cuspOrbital a d (((-(n : ℤ) : ℤ) : ℝ) * h) ^ 2
      = Real.exp (-(2 * a * d)) * Real.exp (-(2 * a * h)) ^ n := by
    intro n
    have hn : 0 ≤ (n : ℝ) * h := by positivity
    have hx : ((-(n : ℤ) : ℤ) : ℝ) * h - d ≤ 0 := by push_cast; linarith
    rw [cuspOrbital_sq, ← Real.exp_nat_mul, ← Real.exp_add, abs_of_nonpos hx]
    congr 1
    push_cast
    ring
  -- grid points at or to the right of the cusp
  have hright : ∀ n : ℕ, cuspOrbital a d (((-(-((n : ℤ) + 1)) : ℤ) : ℝ) * h) ^ 2
      = Real.exp (2 * a * d - 2 * a * h) * Real.exp (-(2 * a * h)) ^ n := by
    intro n
    have hn : 0 ≤ (n : ℝ) * h := by positivity
    have hx : 0 ≤ ((-(-((n : ℤ) + 1)) : ℤ) : ℝ) * h - d := by push_cast; linarith
    rw [cuspOrbital_sq, ← Real.exp_nat_mul, ← Real.exp_add, abs_of_nonneg hx]
    congr 1
    push_cast
    ring
  have hS : HasSum ((fun j : ℤ => cuspOrbital a d (j * h) ^ 2) ∘ Equiv.neg ℤ)
      (Real.exp (-(2 * a * d)) * (1 - Real.exp (-(2 * a * h)))⁻¹
        + Real.exp (2 * a * d - 2 * a * h) * (1 - Real.exp (-(2 * a * h)))⁻¹) := by
    apply HasSum.of_nat_of_neg_add_one
    · simpa only [Function.comp_apply, Equiv.neg_apply, hleft] using geo.mul_left _
    · simpa only [Function.comp_apply, Equiv.neg_apply, hright] using geo.mul_left _
  -- combine the two geometric series
  have hs : Real.sinh (a * h)
      = Real.exp (a * h) * (1 - Real.exp (-(2 * a * h))) / 2 := by
    rw [Real.sinh_eq, mul_sub, mul_one, ← Real.exp_add]
    ring_nf
  have hc : Real.cosh (a * (h - 2 * d)) = Real.exp (a * h)
      * (Real.exp (-(2 * a * d)) + Real.exp (2 * a * d - 2 * a * h)) / 2 := by
    rw [Real.cosh_eq, mul_add, ← Real.exp_add, ← Real.exp_add]
    ring_nf
  have key : ∀ E A B q : ℝ, E ≠ 0 → 1 - q ≠ 0 →
      E * (A + B) / 2 / (E * (1 - q) / 2) = A * (1 - q)⁻¹ + B * (1 - q)⁻¹ := by
    intro E A B q hE hq
    field_simp
  rw [hs, hc, key _ _ _ _ (Real.exp_pos _).ne' (sub_pos.mpr hq).ne']
  exact (Equiv.neg ℤ).hasSum_iff.mp hS
```

`HasSum` states convergence together with the value; an infinite sum written with `∑'` alone is assigned 0 when it diverges. `hleft` and `hright` are the two families of terms, and `geo` is the geometric series. The lemma `HasSum.of_nat_of_neg_add_one` splits the integers into \(n\) and \(-(n+1)\), so the proof sums the reflected series, with `Equiv.neg ℤ`, and undoes the reflection at the end. `hs` and `hc` extract the factor \(e^{ah}\), which `key` cancels.

## (d) The grid norm in closed form

Under the same hypotheses, deduce

\[
N_h(d)=\frac{h\cosh(a(h-2d))}{\sinh(ah)} .
\]

**Solution.** Multiply the sum in (c) by \(h\).

```lean
/-- For `a, h > 0` and `0 ≤ d ≤ h`, the grid norm is `h cosh(a(h-2d))/sinh(ah)`. -/
theorem gridNorm_eq {a h d : ℝ} (ha : 0 < a) (hh : 0 < h) (hd0 : 0 ≤ d) (hdh : d ≤ h) :
    gridNorm a h d = h * Real.cosh (a * (h - 2 * d)) / Real.sinh (a * h) := by
  unfold gridNorm
  rw [(hasSum_density ha hh hd0 hdh).tsum_eq, mul_div_assoc]
```

The `tsum_eq` of the convergent series supplies the value of `∑'`. For the normalised orbital, the grid norm is \(ah\cosh(a(h-2d))/\sinh(ah)\), to be compared with 1.

## (e) Moving the cusp by one spacing

Show that the grid norm is periodic in the cusp position:

\[
N_h(d+h)=N_h(d).
\]

**Solution.** Replace \(j\) by \(j+1\) in the sum for \(N_h(d+h)\). Since \((j+1)h-(d+h)=jh-d\), each term becomes the corresponding term of \(N_h(d)\).

```lean
/-- Moving the cusp by one grid spacing leaves the grid norm unchanged. -/
theorem gridNorm_add_spacing (a h d : ℝ) : gridNorm a h (d + h) = gridNorm a h d := by
  unfold gridNorm
  rw [← (Equiv.addRight (1 : ℤ)).tsum_eq (fun j : ℤ => cuspOrbital a (d + h) (j * h) ^ 2)]
  congr 1
  refine tsum_congr fun j => ?_
  have e : ((j + 1 : ℤ) : ℝ) * h - (d + h) = j * h - d := by push_cast; ring
  simp only [cuspOrbital, Equiv.coe_addRight, e]
```

`Equiv.addRight (1 : ℤ)` performs the relabelling, and `e` is the identity between the displacements. No sign conditions are needed. For \(a,h>0\), any cusp position can therefore be shifted by whole spacings into the cell \(0\le d\le h\), where the formula in (d) applies.

## (f) A hyperbolic inequality

For \(t>0\), show that

\[
\sinh t<t\cosh t .
\]

**Solution.** Let \(f(x)=x\cosh x-\sinh x\). Then \(f(0)=0\) and

\[
f'(x)=\cosh x+x\sinh x-\cosh x=x\sinh x>0\qquad(x>0),
\]

so \(f(t)>f(0)=0\).

```lean
/-- For `t > 0`, `sinh t < t cosh t`. -/
theorem sinh_lt_mul_cosh {t : ℝ} (ht : 0 < t) : Real.sinh t < t * Real.cosh t := by
  have hd : ∀ x : ℝ, HasDerivAt (fun x => x * Real.cosh x - Real.sinh x)
      (x * Real.sinh x) x := fun x =>
    (((hasDerivAt_id' x).fun_mul (Real.hasDerivAt_cosh x)).fun_sub
      (Real.hasDerivAt_sinh x)).congr_deriv (by ring)
  have hm : StrictMonoOn (fun x => x * Real.cosh x - Real.sinh x) (Ici (0 : ℝ)) := by
    refine strictMonoOn_of_deriv_pos (convex_Ici 0)
      (fun x _ => (hd x).continuousAt.continuousWithinAt) ?_
    intro x hx
    rw [interior_Ici] at hx
    have hx' : 0 < x := hx
    rw [(hd x).deriv]
    exact mul_pos hx' (Real.sinh_pos_iff.mpr hx')
  have h0 := hm (mem_Ici.mpr le_rfl) (mem_Ici.mpr ht.le) ht
  simp only [Real.sinh_zero, zero_mul, sub_zero] at h0
  linarith
```

`hd` computes the derivative, `hm` turns its positivity into strict monotonicity on \([0,\infty)\), and `h0` compares the values at 0 and \(t\).

## (g) Cusp midway and cusp on a grid point

For \(a,h>0\), show that the error has opposite signs at the two symmetric positions:

\[
N_h(h/2)<N(h/2),\qquad N(0)<N_h(0).
\]

**Solution.** Put \(t=ah>0\). By (b) and (d), the two claims are

\[
\frac{h}{\sinh t}<\frac1a,\qquad \frac1a<\frac{h\cosh t}{\sinh t}.
\]

Multiplying by the positive quantity \(a\sinh t\) turns them into \(t<\sinh t\) and \(\sinh t<t\cosh t\). The first holds because \(\sinh x-x\) vanishes at 0 and has derivative \(\cosh x-1>0\) for \(x>0\). The second is (f).

```lean
/-- For `a, h > 0` the grid norm is below the exact norm when the cusp is at `h/2`, midway between
two grid points, and above it when the cusp is at the grid point `0`. -/
theorem midway_lt_exact_lt_onGrid {a h : ℝ} (ha : 0 < a) (hh : 0 < h) :
    gridNorm a h (h / 2) < exactNorm a (h / 2) ∧ exactNorm a 0 < gridNorm a h 0 := by
  have ht : 0 < a * h := mul_pos ha hh
  have hs : 0 < Real.sinh (a * h) := Real.sinh_pos_iff.mpr ht
  constructor
  · have e : a * (h - 2 * (h / 2)) = 0 := by ring
    have hlt := Real.self_lt_sinh_iff.mpr ht
    rw [exactNorm_eq ha, gridNorm_eq ha hh (by linarith) (by linarith), e, Real.cosh_zero,
      div_lt_div_iff₀ hs ha]
    linarith
  · have e : a * (h - 2 * 0) = a * h := by ring
    have hlt := sinh_lt_mul_cosh ht
    rw [exactNorm_eq ha, gridNorm_eq ha hh le_rfl hh.le, e, div_lt_div_iff₀ ha hs]
    linarith
```

`div_lt_div_iff₀` clears the denominators, and `Real.self_lt_sinh_iff` supplies the first inequality.

With \(a=1\) and \(h=0.5\) in atomic units, the normalised orbital has grid norm about 1.082 with its cusp on a grid point and about 0.960 midway. If a program rescales the sampled orbital to unit grid norm, the position dependence passes into the scaling factor. For this single one-dimensional orbital, it is a simple form of the egg-box effect in real-space electronic structure calculations, where results change as an atom moves relative to the grid.

## (h) The extremes within a cell

For \(a,h>0\) and \(0\le d\le h\), show that

\[
N_h(h/2)\le N_h(d)\le N_h(0).
\]

**Solution.** Since \(|h-2d|\le h\), and \(\cosh\) is even and increasing on \([0,\infty)\),

\[
1\le\cosh(a(h-2d))\le\cosh(ah).
\]

Multiply by \(h/\sinh(ah)>0\) and use (d).

```lean
/-- For `a, h > 0` and `0 ≤ d ≤ h`, the grid norm is at least its value for a cusp at `h/2` and at
most its value for a cusp at `0`. -/
theorem gridNorm_bounds {a h d : ℝ} (ha : 0 < a) (hh : 0 < h) (hd0 : 0 ≤ d) (hdh : d ≤ h) :
    gridNorm a h (h / 2) ≤ gridNorm a h d ∧ gridNorm a h d ≤ gridNorm a h 0 := by
  have hs : 0 < Real.sinh (a * h) := Real.sinh_pos_iff.mpr (mul_pos ha hh)
  have e : a * (h - 2 * (h / 2)) = 0 := by ring
  have hup : Real.cosh (a * (h - 2 * d)) ≤ Real.cosh (a * (h - 2 * 0)) := by
    rw [Real.cosh_le_cosh, abs_mul, abs_mul]
    refine mul_le_mul_of_nonneg_left ?_ (abs_nonneg a)
    rw [abs_of_nonneg (show 0 ≤ h - 2 * 0 by linarith)]
    exact abs_le.mpr ⟨by linarith, by linarith⟩
  rw [gridNorm_eq ha hh hd0 hdh, gridNorm_eq ha hh le_rfl hh.le,
    gridNorm_eq ha hh (show 0 ≤ h / 2 by linarith) (by linarith), e, Real.cosh_zero]
  exact ⟨div_le_div_of_nonneg_right
      (mul_le_mul_of_nonneg_left (Real.one_le_cosh _) hh.le) hs.le,
    div_le_div_of_nonneg_right (mul_le_mul_of_nonneg_left hup hh.le) hs.le⟩
```

`Real.cosh_le_cosh` reduces the upper bound, `hup`, to a comparison of absolute values. `Real.one_le_cosh` gives the lower one.

## (i) The average over cusp positions

For \(a,h>0\), show that the errors cancel on averaging over a cell:

\[
\frac1h\int_0^h N_h(d)\,dd=N(0).
\]

**Solution.** By (d), an antiderivative of \(N_h\) on the cell is

\[
F(x)=-\frac{h}{2a\sinh(ah)}\sinh(a(h-2x)).
\]

Since \(\sinh\) is odd,

\[
F(h)-F(0)=\frac{h}{2a\sinh(ah)}\bigl(\sinh(ah)+\sinh(ah)\bigr)=\frac ha .
\]

Division by \(h\) gives \(1/a\), which is \(N(0)\) by (b).

```lean
/-- For `a, h > 0`, the grid norm averaged over the cusp positions from `0` to `h` equals the exact
norm for a cusp at `0`. -/
theorem mean_gridNorm {a h : ℝ} (ha : 0 < a) (hh : 0 < h) :
    (1 / h) * ∫ d in (0 : ℝ)..h, gridNorm a h d = exactNorm a 0 := by
  have hs : Real.sinh (a * h) ≠ 0 := (Real.sinh_pos_iff.mpr (mul_pos ha hh)).ne'
  have hcongr : ∫ d in (0 : ℝ)..h, gridNorm a h d
      = ∫ d in (0 : ℝ)..h, h * Real.cosh (a * (h - 2 * d)) / Real.sinh (a * h) := by
    refine intervalIntegral.integral_congr fun d hd => ?_
    rw [uIcc_of_le hh.le] at hd
    exact gridNorm_eq ha hh hd.1 hd.2
  -- an antiderivative in the cusp position
  have hF : ∀ x : ℝ, HasDerivAt
      (fun x => -(h / (2 * a * Real.sinh (a * h))) * Real.sinh (a * (h - 2 * x)))
      (h * Real.cosh (a * (h - 2 * x)) / Real.sinh (a * h)) x := fun x =>
    (((((hasDerivAt_id' x).const_mul 2).const_sub h).const_mul a).sinh.const_mul
      (-(h / (2 * a * Real.sinh (a * h))))).congr_deriv (by field_simp)
  have hcont : Continuous
      (fun x : ℝ => h * Real.cosh (a * (h - 2 * x)) / Real.sinh (a * h)) :=
    (continuous_const.mul (Real.continuous_cosh.comp (by fun_prop))).div_const _
  have hI := intervalIntegral.integral_eq_sub_of_hasDerivAt (fun x _ => hF x)
    (hcont.intervalIntegrable 0 h)
  have e1 : a * (h - 2 * h) = -(a * h) := by ring
  have e2 : a * (h - 2 * 0) = a * h := by ring
  rw [hcongr, hI, exactNorm_eq ha]
  simp only [e1, e2, Real.sinh_neg]
  field_simp
  ring

end

end CuspGridNorm
```

`hcongr` inserts the closed form on the cell, `hF` differentiates \(F\), and `hI` applies the fundamental theorem of calculus. The statement names the exact norm at \(d=0\), but by (b) its value is the same for every cusp position. In a calculation, this average corresponds to shifting the grid through one spacing while the orbital, with its amplitude fixed, stays in place.

```lean
#print axioms CuspGridNorm.gridNorm_add_spacing
-- 'CuspGridNorm.gridNorm_add_spacing' depends on axioms: [propext, Classical.choice, Quot.sound]
#print axioms CuspGridNorm.midway_lt_exact_lt_onGrid
-- 'CuspGridNorm.midway_lt_exact_lt_onGrid' depends on axioms: [propext, Classical.choice, Quot.sound]
#print axioms CuspGridNorm.gridNorm_bounds
-- 'CuspGridNorm.gridNorm_bounds' depends on axioms: [propext, Classical.choice, Quot.sound]
#print axioms CuspGridNorm.mean_gridNorm
-- 'CuspGridNorm.mean_gridNorm' depends on axioms: [propext, Classical.choice, Quot.sound]
```
